# A half-filled natural orbital in a real two-electron triplet means a single configuration

In a singlet state, a single bond stretched towards two radicals leaves two frontier natural orbitals with occupations near one, which is commonly read as a sign of multireference character. A triplet diradical shows similar occupations. Does the same reading apply to it?

Take two electrons in a finite orthonormal basis of spatial orbitals, indexed by `n`, with real amplitudes $C_{ij}$. The triplet spin function is symmetric under exchange, so $C$ is antisymmetric.

In Lean 4 with Mathlib:

```lean
import Mathlib

open Matrix

namespace TripletFrontierOccupations

noncomputable section

variable {n : Type*} [Fintype n]
```

The weight $W(C)=\sum_{ij}C_{ij}^2$ is the squared norm, and `IsTriplet C` requires $C^T=-C$ and $W(C)=1$.

```lean
/-- The total weight of a pair amplitude: the sum of its squared coefficients. -/
def weight (C : Matrix n n ℝ) : ℝ := ∑ i, ∑ j, C i j ^ 2

/-- The spatial coefficient matrix of a normalised two-electron triplet:
real, antisymmetric, of total weight one. -/
structure IsTriplet (C : Matrix n n ℝ) : Prop where
  antisymm : Cᵀ = -C
  normalized : weight C = 1
```

The spin-summed density matrix is $\gamma=2CC^T$. Its eigenvectors are the natural orbitals and its eigenvalues $\nu$ their occupations. A unit orbital $x$ has occupation $x\cdot\gamma x$.

```lean
/-- The matrix `2 C Cᵀ`; for a symmetric (singlet) or antisymmetric (triplet) real pair amplitude
`C` this is the spin-summed one-particle density matrix. -/
def density (C : Matrix n n ℝ) : Matrix n n ℝ := (2 : ℝ) • (C * Cᵀ)

/-- The expectation value of the density matrix in the orbital `x`;
for a unit vector `x` this is the occupation of `x`. -/
def occupation (C : Matrix n n ℝ) (x : n → ℝ) : ℝ := x ⬝ᵥ (density C *ᵥ x)
```

One electron in each of two orthonormal orbitals $a,b$ gives the configuration $K(a,b)=(ab^T-ba^T)/\sqrt2$. It is a single determinant for $M_S=\pm1$ and a fixed spin-adapted pair of determinants for $M_S=0$.

```lean
/-- The antisymmetric pair function `(a bᵀ - b aᵀ)/√2` with one electron in each of
the orbitals `a` and `b`. -/
def configuration (a b : n → ℝ) : Matrix n n ℝ :=
  Matrix.of fun i j => (a i * b j - b i * a j) / √2
```

For a unit orbital $x$, put $y=Cx$. Removing every contribution with an electron in $x$ leaves $R=C-yx^T+xy^T$.

```lean
/-- For antisymmetric `C` and a unit vector `x`, the part of the pair amplitude in which
neither electron is in the orbital `x`. -/
def withoutOrbital (C : Matrix n n ℝ) (x : n → ℝ) : Matrix n n ℝ :=
  Matrix.of fun i j => C i j - (C *ᵥ x) i * x j + x i * (C *ᵥ x) j
```

## (a) Moving the amplitude across a dot product

For antisymmetric $C$, show that $u\cdot Cv=-(Cu)\cdot v$.

Transposition gives $u\cdot Cv=(C^Tu)\cdot v$, and $C^T=-C$ supplies the sign.

```lean
/-- An antisymmetric amplitude changes sign when it is moved to the other orbital
of a matrix element. -/
theorem dot_mulVec_antisymm {C : Matrix n n ℝ} (h : Cᵀ = -C) (u v : n → ℝ) :
    u ⬝ᵥ (C *ᵥ v) = -((C *ᵥ u) ⬝ᵥ v) := by
  rw [Matrix.dotProduct_mulVec, ← Matrix.mulVec_transpose, h, Matrix.neg_mulVec,
    neg_dotProduct]
```

## (b) The density matrix as a square

For antisymmetric $C$, show that $\gamma v=-2\,C(Cv)$.

Substitute $C^T=-C$ into $\gamma v=2C(C^Tv)$.

```lean
/-- For an antisymmetric amplitude the density matrix acts as `-2 C²`. -/
theorem density_mulVec {C : Matrix n n ℝ} (h : Cᵀ = -C) (v : n → ℝ) :
    density C *ᵥ v = (-2 : ℝ) • (C *ᵥ (C *ᵥ v)) := by
  rw [density, h, Matrix.smul_mulVec, ← Matrix.mulVec_mulVec, Matrix.neg_mulVec,
    Matrix.mulVec_neg]
  module
```

## (c) Occupation and the weight left over

For a normalised triplet and a unit orbital $x$, show that
$$x\cdot\gamma x=1-W(R).$$

By (b) and (a), $x\cdot\gamma x=-2\,x\cdot Cy=2\,y\cdot y$. Part (a) with $u=v=x$ also gives $x\cdot y=0$. Expanding the square of $R_{ij}$ and summing,
$$W(R)=W(C)+2(x\cdot x)(y\cdot y)-2\,y\cdot Cx+2\,x\cdot Cy-2(x\cdot y)^2.$$
Here $y\cdot Cx=y\cdot y$ and $x\cdot Cy=-y\cdot y$, so $W(R)=1+(2-2-2)\,y\cdot y=1-2\,y\cdot y$.

In the code, `key` is this expansion, while `hb` and `hp` turn its double sums into dot products.

```lean
/-- In a normalised triplet, the occupation of a unit orbital `x` is one minus the weight
of the part of the state in which neither electron is in `x`. -/
theorem occupation_eq_one_sub_weight {C : Matrix n n ℝ} (h : IsTriplet C)
    {x : n → ℝ} (hx : x ⬝ᵥ x = 1) :
    occupation C x = 1 - weight (withoutOrbital C x) := by
  have hocc : occupation C x = 2 * ((C *ᵥ x) ⬝ᵥ (C *ᵥ x)) := by
    rw [occupation, density_mulVec h.antisymm, dotProduct_smul,
      dot_mulVec_antisymm h.antisymm, smul_eq_mul]
    ring
  have hxy : x ⬝ᵥ (C *ᵥ x) = 0 := by
    have h1 := dot_mulVec_antisymm h.antisymm x x
    rw [dotProduct_comm (C *ᵥ x) x] at h1
    linarith
  have hxCy := dot_mulVec_antisymm h.antisymm x (C *ᵥ x)
  have hn := h.normalized
  have hb : ∀ u v : n → ℝ, ∑ i, ∑ j, C i j * (u i * v j) = u ⬝ᵥ (C *ᵥ v) := by
    intro u v
    simp only [Matrix.mulVec, dotProduct, Finset.mul_sum]
    exact Finset.sum_congr rfl fun i _ => Finset.sum_congr rfl fun j _ => by ring
  have hp : ∀ u v w z : n → ℝ,
      ∑ i, ∑ j, (u i * v i) * (w j * z j) = (u ⬝ᵥ v) * (w ⬝ᵥ z) := by
    intro u v w z
    simp only [dotProduct, Finset.sum_mul_sum]
  rw [hocc]
  generalize hy : C *ᵥ x = y at *
  -- expand the square of the remainder into elementary double sums
  have key : weight (withoutOrbital C x) =
      ∑ i, ∑ j, C i j ^ 2 + ∑ i, ∑ j, (y i * y i) * (x j * x j)
      + ∑ i, ∑ j, (x i * x i) * (y j * y j)
      - ∑ i, ∑ j, C i j * (y i * x j) - ∑ i, ∑ j, C i j * (y i * x j)
      + ∑ i, ∑ j, C i j * (x i * y j) + ∑ i, ∑ j, C i j * (x i * y j)
      - ∑ i, ∑ j, (x i * y i) * (x j * y j)
      - ∑ i, ∑ j, (x i * y i) * (x j * y j) := by
    simp only [weight, withoutOrbital, Matrix.of_apply, hy,
      ← Finset.sum_add_distrib, ← Finset.sum_sub_distrib]
    exact Finset.sum_congr rfl fun i _ => Finset.sum_congr rfl fun j _ => by ring
  rw [weight] at hn
  rw [key, hn, hp, hp, hp, hb, hb, hy, hxCy, hx, hxy]
  ring
```

## (d) From eigenvector to unit orbital

Let $\gamma x=\nu x$ with $x\neq0$. Find a unit orbital $u$ with $u\cdot\gamma u=\nu$.

Take $u=x/\sqrt{x\cdot x}$. Then $\gamma u=\nu u$, so $u\cdot\gamma u=\nu\,u\cdot u=\nu$.

```lean
/-- If the density matrix has a nonzero eigenvector with eigenvalue `ν`, then some unit orbital has
occupation `ν`. -/
theorem exists_unit_orbital {C : Matrix n n ℝ} {x : n → ℝ} {ν : ℝ} (hx : x ≠ 0)
    (hν : density C *ᵥ x = ν • x) :
    ∃ u : n → ℝ, u ⬝ᵥ u = 1 ∧ occupation C u = ν := by
  have h0 : 0 ≤ x ⬝ᵥ x := Finset.sum_nonneg fun i _ => mul_self_nonneg (x i)
  have h1 : x ⬝ᵥ x ≠ 0 := fun h => hx (dotProduct_self_eq_zero.mp h)
  have hs : √(x ⬝ᵥ x) * √(x ⬝ᵥ x) = x ⬝ᵥ x := Real.mul_self_sqrt h0
  have hu : ((√(x ⬝ᵥ x))⁻¹ • x) ⬝ᵥ ((√(x ⬝ᵥ x))⁻¹ • x) = 1 := by
    rw [smul_dotProduct, dotProduct_smul, smul_eq_mul, smul_eq_mul, ← mul_assoc,
      ← mul_inv, hs, inv_mul_cancel₀ h1]
  refine ⟨(√(x ⬝ᵥ x))⁻¹ • x, hu, ?_⟩
  rw [occupation, Matrix.mulVec_smul, hν, smul_comm, dotProduct_smul, hu, smul_eq_mul,
    mul_one]
```

## (e) The upper bound

Show that every natural occupation of a normalised triplet satisfies $\nu\le1$.

With $u$ from (d), part (c) gives $\nu=1-W(R)$, and $W(R)$ is a sum of squares.

```lean
/-- Every natural occupation of a normalised two-electron triplet is at most one. -/
theorem natural_occupation_le_one {C : Matrix n n ℝ} (h : IsTriplet C) {x : n → ℝ} {ν : ℝ}
    (hx : x ≠ 0) (hν : density C *ᵥ x = ν • x) : ν ≤ 1 := by
  obtain ⟨u, hu, hocc⟩ := exists_unit_orbital hx hν
  have h1 := occupation_eq_one_sub_weight h hu
  have h2 : 0 ≤ weight (withoutOrbital C u) :=
    Finset.sum_nonneg fun i _ => Finset.sum_nonneg fun j _ => sq_nonneg _
  linarith
```

## (f) A configuration acting on an orbital

Show that $K(a,b)\,v=\dfrac{(b\cdot v)\,a-(a\cdot v)\,b}{\sqrt2}$ for any vectors $a,b,v$.

Apply $ab^T$ and $ba^T$ to $v$ and subtract.

```lean
/-- The action of a two-orbital configuration on an orbital `v`. -/
theorem configuration_mulVec (a b v : n → ℝ) :
    configuration a b *ᵥ v = (√2)⁻¹ • ((b ⬝ᵥ v) • a - (a ⬝ᵥ v) • b) := by
  ext i
  simp only [configuration, Matrix.mulVec, dotProduct, Matrix.of_apply, Pi.smul_apply,
    Pi.sub_apply, smul_eq_mul, Finset.sum_mul, ← Finset.sum_sub_distrib, Finset.mul_sum]
  exact Finset.sum_congr rfl fun j _ => by ring
```

## (g) When the bound is reached

For a normalised triplet, show that $\gamma x=x$ has a nonzero solution if and only if $C=K(a,b)$ for some orthonormal $a,b$.

Suppose there is a solution, and normalise it to $u$. By (c), with $u$ in place of $x$, $W(R)=0$, so every entry of $R$ vanishes (`hz`) and $C=yu^T-uy^T$ with $y=Cu$. Set $a=\sqrt2\,y$ and $b=u$, so that $C=K(a,b)$. Moreover $a\cdot a=2\,y\cdot y=1$, the occupation of $u$, and $a\cdot b=0$ by (a).

Conversely, (f) gives $Ca=-b/\sqrt2$ and $Cb=a/\sqrt2$, so (b) yields $\gamma a=-2\,C(Ca)=a$.

```lean
/-- A normalised two-electron triplet has a natural orbital of occupation one if and only if
it is a single configuration of two orthonormal orbitals. -/
theorem half_filled_iff_single_configuration {C : Matrix n n ℝ} (h : IsTriplet C) :
    (∃ x : n → ℝ, x ≠ 0 ∧ density C *ᵥ x = x) ↔
      ∃ a b : n → ℝ, a ⬝ᵥ a = 1 ∧ b ⬝ᵥ b = 1 ∧ a ⬝ᵥ b = 0 ∧ C = configuration a b := by
  have hs : √2 * √2 = (2 : ℝ) := Real.mul_self_sqrt (by norm_num)
  have hs0 : √2 ≠ (0 : ℝ) := by positivity
  constructor
  · rintro ⟨x, hx, hγ⟩
    obtain ⟨u, hu, hocc⟩ := exists_unit_orbital (ν := 1) hx (by rw [hγ, one_smul])
    have hw : weight (withoutOrbital C u) = 0 := by
      have := occupation_eq_one_sub_weight h hu
      linarith
    -- no weight is left outside the configurations containing `u`
    have hz : ∀ i j, withoutOrbital C u i j = 0 := by
      intro i j
      have h1 := (Finset.sum_eq_zero_iff_of_nonneg (fun i _ =>
        Finset.sum_nonneg fun j _ => sq_nonneg (withoutOrbital C u i j))).mp hw i
        (Finset.mem_univ i)
      have h2 := (Finset.sum_eq_zero_iff_of_nonneg (fun j _ =>
        sq_nonneg (withoutOrbital C u i j))).mp h1 j (Finset.mem_univ j)
      exact pow_eq_zero_iff (two_ne_zero) |>.mp h2
    refine ⟨√2 • (C *ᵥ u), u, ?_, hu, ?_, ?_⟩
    · rw [occupation, density_mulVec h.antisymm, dotProduct_smul,
        dot_mulVec_antisymm h.antisymm, smul_eq_mul] at hocc
      rw [smul_dotProduct, dotProduct_smul, smul_eq_mul, smul_eq_mul, ← mul_assoc, hs]
      linarith
    · have h1 := dot_mulVec_antisymm h.antisymm u u
      rw [dotProduct_comm u] at h1
      have h2 : (C *ᵥ u) ⬝ᵥ u = 0 := by linarith
      rw [smul_dotProduct, h2, smul_zero]
    · ext i j
      have h1 := hz i j
      simp only [withoutOrbital, Matrix.of_apply] at h1
      simp only [configuration, Matrix.of_apply, Pi.smul_apply, smul_eq_mul]
      rw [eq_div_iff hs0]
      linear_combination √2 * h1
  · rintro ⟨a, b, ha, hb, hab, hC⟩
    refine ⟨a, fun h0 => by simp [h0] at ha, ?_⟩
    have hba : b ⬝ᵥ a = 0 := by rw [dotProduct_comm, hab]
    have hi : (√2)⁻¹ * (√2)⁻¹ = (2 : ℝ)⁻¹ := by rw [← mul_inv, hs]
    -- the configuration sends `a` to `-b/√2` and `b` to `a/√2`
    have h1 : C *ᵥ a = -(√2)⁻¹ • b := by
      rw [hC, configuration_mulVec, hba, ha]
      module
    have h2 : C *ᵥ b = (√2)⁻¹ • a := by
      rw [hC, configuration_mulVec, hb, hab]
      module
    rw [density_mulVec h.antisymm, h1, Matrix.mulVec_smul, h2, smul_smul, smul_smul]
    have h3 : (-2 : ℝ) * -(√2)⁻¹ * (√2)⁻¹ = 1 := by linear_combination 2 * hi
    rw [h3, one_smul]
```

## (h) The smallest triplet

In a basis of two orbitals, show that $K(e_1,e_2)$ is a normalised triplet with $\gamma=I$.

Its only nonzero entries are $C_{12}=1/\sqrt2$ and $C_{21}=-1/\sqrt2$. Hence $C^T=-C$, $W(C)=1$ and $CC^T=I/2$.

```lean
/-- In a basis of exactly two orbitals, the configuration of the two basis orbitals is a normalised
triplet whose density matrix is the identity. -/
theorem triplet_witness :
    IsTriplet (configuration ![1, 0] ![0, 1]) ∧
      density (configuration ![1, 0] ![0, 1]) = 1 := by
  have hi : (√2)⁻¹ * (√2)⁻¹ = (2 : ℝ)⁻¹ := by
    rw [← mul_inv, Real.mul_self_sqrt (by norm_num)]
  refine ⟨⟨?_, ?_⟩, ?_⟩
  · ext i j
    fin_cases i <;> fin_cases j <;> simp [configuration, div_eq_mul_inv]
  · simp only [weight, configuration, Fin.sum_univ_two, Matrix.of_apply,
      Matrix.cons_val_zero, Matrix.cons_val_one, div_eq_mul_inv]
    linear_combination 2 * hi
  · ext i j
    fin_cases i <;> fin_cases j <;>
      simp [density, configuration, Matrix.mul_apply, Fin.sum_univ_two, div_eq_mul_inv, hi]
```

## (i) A singlet with the same density matrix

Let $D=\mathrm{diag}(1/\sqrt2,-1/\sqrt2)$, a singlet amplitude since it is symmetric. Show that $2DD^T=I$, yet $D\neq c\,uu^T$ for every number $c$ and orbital $u$, so $D$ is no closed-shell determinant.

Squaring the diagonal gives the first claim. For the second, $c\,uu^T$ has determinant zero, whereas $\det D=-1/2$.

```lean
/-- The two-orbital singlet with amplitudes `1/√2` and `-1/√2` on the two doubly occupied
configurations also has the identity as density matrix, yet it is not a closed-shell
determinant `c u uᵀ` of any orbital `u`. -/
theorem singlet_contrast :
    density !![(√2)⁻¹, 0; 0, -(√2)⁻¹] = 1 ∧
      ∀ (c : ℝ) (u : Fin 2 → ℝ),
        !![(√2)⁻¹, 0; 0, -(√2)⁻¹] ≠ c • Matrix.vecMulVec u u := by
  have hi : (√2)⁻¹ * (√2)⁻¹ = (2 : ℝ)⁻¹ := by
    rw [← mul_inv, Real.mul_self_sqrt (by norm_num)]
  constructor
  · ext i j
    simp only [density, Matrix.smul_apply, Matrix.mul_apply, Matrix.transpose_apply,
      Fin.sum_univ_two]
    fin_cases i <;> fin_cases j <;> simp [hi]
  · intro c u h
    have h00 : (√2)⁻¹ = c * (u 0 * u 0) := congrFun (congrFun h 0) 0
    have h01 : 0 = c * (u 0 * u 1) := congrFun (congrFun h 0) 1
    have h11 : -(√2)⁻¹ = c * (u 1 * u 1) := congrFun (congrFun h 1) 1
    -- a closed-shell determinant has vanishing 2 × 2 minor
    have hdet : (√2)⁻¹ * -(√2)⁻¹ = (0 : ℝ) := by
      calc (√2)⁻¹ * -(√2)⁻¹ = (c * (u 0 * u 0)) * (c * (u 1 * u 1)) := by rw [← h00, ← h11]
        _ = (c * (u 0 * u 1)) * (c * (u 0 * u 1)) := by ring
        _ = 0 := by rw [← h01, mul_zero]
    linarith

end

end TripletFrontierOccupations
```

For two electrons with real amplitudes in a finite basis, a natural occupation of exactly one therefore identifies a single open-shell configuration in the triplet, which is one determinant for $M_S=\pm1$. For an occupation $\nu$ slightly below one, part (c) leaves only the weight $1-\nu$ outside a single configuration, so the triplet is still close to one. The singlet in (i) has the same density matrix as the triplet in (h) but is not a closed-shell determinant. In the rotated orbitals $(e_1\pm e_2)/\sqrt2$ it is an open-shell singlet, which takes two determinants. The spin-summed density matrix alone thus does not tell whether the state is a single determinant.

```lean
#print axioms TripletFrontierOccupations.natural_occupation_le_one
#print axioms TripletFrontierOccupations.half_filled_iff_single_configuration
#print axioms TripletFrontierOccupations.singlet_contrast
```

```
'TripletFrontierOccupations.natural_occupation_le_one' depends on axioms: [propext, Classical.choice, Quot.sound]
'TripletFrontierOccupations.half_filled_iff_single_configuration' depends on axioms: [propext, Classical.choice, Quot.sound]
'TripletFrontierOccupations.singlet_contrast' depends on axioms: [propext, Classical.choice, Quot.sound]
```
